# Matching two unit-charge radial densities at the core radius to any finite order does not fix their inner Slater integral $F^0$

A norm-conserving pseudo-orbital replaces an all-electron orbital inside a core radius. The two join smoothly at that radius and hold the same charge inside it. If the densities are spherically averaged, Gauss's law then gives an electron outside the core the same electrostatic potential from either core density. The repulsion between two charges that are both inside the core is a different matter, and it contributes to how the energy depends on the occupation of the orbital. Do equal charge and smooth joining fix it as well?

Lengths are in units of the core radius and energies in units of $e^2/(4\pi\varepsilon_0 r_c)$. A radial density $\rho(r)$ includes the factor $4\pi r^2$, so that $\rho\,dr$ is the charge in a shell.

```lean
import Mathlib

open Polynomial (C X)

namespace PseudoDensityMatching

noncomputable section
```

The charge inside radius $s$ is $Q(s)=\int_0^s\rho(r)\,dr$.

```lean
/-- The charge enclosed in the sphere of radius `s` by a radial density `ρ`. -/
def enclosedCharge (ρ : ℝ → ℝ) (s : ℝ) : ℝ := ∫ r in (0 : ℝ)..s, ρ r
```

Two shells at radii $r$ and $s$ repel with strength $1/\max(r,s)$. Counting each pair by its outer shell gives the inner Slater integral $F^0=2\int_0^1\rho(s)Q(s)/s\,ds$.

```lean
/-- The inner Slater integral `F0` of a radial density on the core region `0 < s ≤ 1`. -/
def innerF0 (ρ : ℝ → ℝ) : ℝ := 2 * ∫ s in (0 : ℝ)..1, ρ s * enclosedCharge ρ s / s
```

An admissible density is nonnegative on $[0,1]$ and has $Q(1)=1$. The unit charge stands for norm conservation, with the core charge scaled to one; the tail outside the core is not modelled.

```lean
/-- A radial density that is nonnegative in the core region and carries unit charge there. -/
def IsUnitDensity (ρ : ℝ → ℝ) : Prop :=
  (∀ r ∈ Set.Icc (0 : ℝ) 1, 0 ≤ ρ r) ∧ enclosedCharge ρ 1 = 1
```

The trial densities deform a uniformly charged ball, $3r^2$, with a real strength $t$ and a natural number $n$:
$$\rho_{n,t}(r)=r^2\bigl(3+t(1-r)^n(3-(n+4)r)\bigr).$$
They are model polynomials, not solutions of a Schrödinger equation.

```lean
/-- The uniform density `3r²` deformed with strength `t` by a term with a factor `(1-r)^n`. -/
def density (n : ℕ) (t r : ℝ) : ℝ := r ^ 2 * (3 + t * (1 - r) ^ n * (3 - (n + 4) * r))
```

## (a) The derivative of a power of $1-x$

Show that, for every natural number $j$,
$$\frac{d}{dx}(1-x)^{j+1}\Big|_{x=s}=-(j+1)(1-s)^j .$$

**Solution.** By the chain rule, the outer derivative is $(j+1)(1-s)^j$ and the inner one is $-1$. In Lean, `HasDerivAt f c s` says that `f` has derivative `c` at `s`.

```lean
lemma hasDerivAt_one_sub_pow (j : ℕ) (s : ℝ) :
    HasDerivAt (fun x : ℝ => (1 - x) ^ (j + 1)) (-((j : ℝ) + 1) * (1 - s) ^ j) s := by
  have h := ((hasDerivAt_id' s).const_sub 1).fun_pow (j + 1)
  refine h.congr_deriv ?_
  rw [Nat.add_sub_cancel]
  push_cast
  ring
```

## (b) Continuity of the trial densities

Show that $\rho_{n,t}$ is continuous on $\mathbb R$.

**Solution.** It is a polynomial in $r$. The integrals below use this for integrability.

```lean
lemma continuous_density (n : ℕ) (t : ℝ) : Continuous (density n t) := by
  show Continuous (fun r : ℝ => r ^ 2 * (3 + t * (1 - r) ^ n * (3 - (n + 4) * r)))
  fun_prop
```

## (c) The enclosed charge

Show that
$$Q(s)=s^3\bigl(1+t(1-s)^{n+1}\bigr).$$

**Solution.** Differentiate the right-hand side, using (a):
$$3s^2\bigl(1+t(1-s)^{n+1}\bigr)-(n+1)t\,s^3(1-s)^n
=s^2\bigl(3+t(1-s)^n[3(1-s)-(n+1)s]\bigr).$$
The square bracket is $3-(n+4)s$, so this is $\rho_{n,t}(s)$. The right-hand side vanishes at $s=0$, and the fundamental theorem of calculus gives the claim. The proof follows the same route, with the derivative in `h`.

```lean
/-- The charge of the deformed density inside radius `s` is `s³(1 + t(1-s)^(n+1))`. -/
theorem enclosedCharge_density (n : ℕ) (t s : ℝ) :
    enclosedCharge (density n t) s = s ^ 3 * (1 + t * (1 - s) ^ (n + 1)) := by
  have h : ∀ x : ℝ, HasDerivAt (fun x : ℝ => x ^ 3 * (1 + t * (1 - x) ^ (n + 1)))
      (density n t x) x := by
    intro x
    have h3 : HasDerivAt (fun x : ℝ => x ^ 3) (3 * x ^ 2) x := by
      simpa using hasDerivAt_pow 3 x
    refine (h3.fun_mul (((hasDerivAt_one_sub_pow n x).const_mul t).const_add 1)).congr_deriv ?_
    simp only [density]
    ring
  unfold enclosedCharge
  rw [intervalIntegral.integral_eq_sub_of_hasDerivAt (fun x _ => h x)
    ((continuous_density n t).intervalIntegrable _ _)]
  ring
```

## (d) A factor $(1-r)^n$ is invisible to low derivatives

Let $a$ and $p$ be real polynomials and $k<n$. Show that
$$\frac{d^k}{dr^k}\bigl[a(r)+(1-r)^np(r)\bigr]_{r=1}=a^{(k)}(1).$$

**Solution.** Use induction on $k$, for all $n,a,p$ at once. For $k=0$ we have $n>0$, and the extra term vanishes at $r=1$. For the step to $k+1$, write $n=m+1$. One derivative gives
$$a'(r)+(1-r)^m\bigl[-(m+1)p(r)+(1-r)p'(r)\bigr],$$
which has the same form with new polynomials and $k<m$, so the induction hypothesis applies. In the code, `e1` is this derivative and `iteratedDeriv k` is the $k$-th derivative, with order zero meaning the value.

```lean
/-- Adding a polynomial with a factor `(1-r)^n` leaves all derivatives of order below `n`
at `r = 1` unchanged. -/
theorem iteratedDeriv_add_contact (k : ℕ) : ∀ (n : ℕ) (a p : Polynomial ℝ), k < n →
    iteratedDeriv k (fun r : ℝ => a.eval r + (1 - r) ^ n * p.eval r) 1
      = iteratedDeriv k (fun r : ℝ => a.eval r) 1 := by
  induction k with
  | zero =>
    intro n a p h
    simp [iteratedDeriv_zero, h.ne']
  | succ k ih =>
    intro n a p h
    obtain ⟨m, rfl⟩ : ∃ m, n = m + 1 := ⟨n - 1, by omega⟩
    -- one derivative lowers the order of contact by one
    have e1 : deriv (fun r : ℝ => a.eval r + (1 - r) ^ (m + 1) * p.eval r) =
        fun r : ℝ => a.derivative.eval r + (1 - r) ^ m *
          (C (-((m : ℝ) + 1)) * p + (1 - X) * p.derivative).eval r := by
      funext r
      refine HasDerivAt.deriv (((a.hasDerivAt r).fun_add
        ((hasDerivAt_one_sub_pow m r).fun_mul (p.hasDerivAt r))).congr_deriv ?_)
      simp only [Polynomial.eval_add, Polynomial.eval_mul, Polynomial.eval_C,
        Polynomial.eval_sub, Polynomial.eval_one, Polynomial.eval_X]
      ring
    have e2 : deriv (fun r : ℝ => a.eval r) = fun r : ℝ => a.derivative.eval r :=
      funext fun r => (a.hasDerivAt r).deriv
    rw [iteratedDeriv_succ', iteratedDeriv_succ', e1, e2]
    exact ih m _ _ (by omega)
```

## (e) Contact with the uniform ball

Show that, for $k<n$,
$$\rho_{n,t}^{(k)}(1)=\frac{d^k}{dr^k}\,3r^2\Big|_{r=1}.$$

**Solution.** Apply (d) with $a=3r^2$ and $p=t\,r^2(3-(n+4)r)$. For $n=0$ there is no order to match.

```lean
/-- The deformed density agrees with `3r²` at `r = 1` in all derivatives of order below `n`. -/
theorem density_contact (n k : ℕ) (t : ℝ) (hk : k < n) :
    iteratedDeriv k (density n t) 1 = iteratedDeriv k (fun r : ℝ => 3 * r ^ 2) 1 := by
  have e : density n t = fun r : ℝ => (C 3 * X ^ 2 : Polynomial ℝ).eval r +
      (1 - r) ^ n * (C t * X ^ 2 * (C 3 - C ((n : ℝ) + 4) * X)).eval r := by
    funext r
    simp only [density, Polynomial.eval_mul, Polynomial.eval_C, Polynomial.eval_sub,
      Polynomial.eval_pow, Polynomial.eval_X]
    ring
  have e' : (fun r : ℝ => 3 * r ^ 2) = fun r : ℝ => (C 3 * X ^ 2 : Polynomial ℝ).eval r := by
    funext r
    simp only [Polynomial.eval_mul, Polynomial.eval_C, Polynomial.eval_pow, Polynomial.eval_X]
  rw [e, e']
  exact iteratedDeriv_add_contact k n _ _ hk
```

## (f) Nonnegativity and unit charge

Let $t\ge0$ and $(n+1)t\le3$. Show that
$$\rho_{n,t}(r)\ge0\ \text{ for } 0\le r\le1,\qquad Q(1)=1.$$

**Solution.** The charge follows from (c) at $s=1$. For the sign, put $w=(1-r)^n$, so $0\le w\le1$. Since $3-(n+4)r=(n+4)(1-r)-(n+1)$,
$$3+tw(3-(n+4)r)=tw(n+4)(1-r)+(n+1)t(1-w)+\bigl[3-(n+1)t\bigr].$$
All three terms are nonnegative. The first two are `a1` and `a2` in the code, and the third is the hypothesis `hb`.

```lean
/-- For `0 ≤ t ≤ 3/(n+1)` the deformed density is nonnegative on `[0,1]` and carries unit charge
there. -/
theorem density_isUnitDensity (n : ℕ) {t : ℝ} (ht : 0 ≤ t) (hb : (n + 1) * t ≤ 3) :
    IsUnitDensity (density n t) := by
  refine ⟨fun r hr => ?_, by rw [enclosedCharge_density]; simp⟩
  obtain ⟨h0, h1⟩ := hr
  have hn : (0 : ℝ) ≤ n := Nat.cast_nonneg n
  have hw0 : 0 ≤ (1 - r) ^ n := pow_nonneg (by linarith) n
  have hw1 : (1 - r) ^ n ≤ 1 := pow_le_one₀ (by linarith) (by linarith)
  have a1 : 0 ≤ t * (1 - r) ^ n * ((n + 4) * (1 - r)) :=
    mul_nonneg (mul_nonneg ht hw0) (mul_nonneg (by linarith) (by linarith))
  have a2 : 0 ≤ (n + 1) * t * (1 - (1 - r) ^ n) :=
    mul_nonneg (mul_nonneg (by linarith) ht) (by linarith)
  exact mul_nonneg (sq_nonneg r) (by linarith)
```

Without the bound on $t$, nonnegativity can fail. For $n=2$, $t=54$ and $r=2/3$, the density is $\tfrac49\bigl(3+54\cdot\tfrac19\cdot(-1)\bigr)=-\tfrac43$, although the total charge is still one.

## (g) The moments

Show that, for every natural number $m$,
$$\int_0^1s^4(1-s)^m\,ds=\frac{24}{(m+1)(m+2)(m+3)(m+4)(m+5)} .$$

**Solution.** With $u=1-s$, $s^4=(1-u)^4=1-4u+6u^2-4u^3+u^4$. Integrating $u^m$ times each term gives
$$\frac1{m+1}-\frac4{m+2}+\frac6{m+3}-\frac4{m+4}+\frac1{m+5}.$$
This is the partial-fraction form of the right-hand side; for instance, the coefficient of $1/(m+2)$ is $24/((-1)\cdot1\cdot2\cdot3)=-4$. The code builds the antiderivative from the same five terms, and `field_simp` and `ring` combine the fractions.

```lean
/-- The moment `∫₀¹ s⁴(1-s)^m ds` equals `24/((m+1)(m+2)(m+3)(m+4)(m+5))`. -/
theorem integral_moment (m : ℕ) : ∫ s in (0 : ℝ)..1, s ^ 4 * (1 - s) ^ m =
    24 / (((m : ℝ) + 1) * (m + 2) * (m + 3) * (m + 4) * (m + 5)) := by
  have A : ∀ (j : ℕ) (s : ℝ),
      HasDerivAt (fun x : ℝ => -(1 - x) ^ (j + 1) / ((j : ℝ) + 1)) ((1 - s) ^ j) s := by
    intro j s
    have hj : (j : ℝ) + 1 ≠ 0 := by positivity
    refine ((hasDerivAt_one_sub_pow j s).fun_neg.div_const ((j : ℝ) + 1)).congr_deriv ?_
    rw [div_eq_iff hj]
    ring
  -- expand s⁴ in powers of 1 - s
  have h := fun s : ℝ => (((((A m s).fun_add ((A (m + 1) s).const_mul (-4))).fun_add
    ((A (m + 2) s).const_mul 6)).fun_add ((A (m + 3) s).const_mul (-4))).fun_add
    (A (m + 4) s)).congr_deriv
      (show _ = s ^ 4 * (1 - s) ^ m by ring)
  rw [intervalIntegral.integral_eq_sub_of_hasDerivAt (fun s _ => h s)
    (Continuous.intervalIntegrable (by fun_prop) _ _)]
  simp only [sub_self, sub_zero, one_pow, pow_succ, mul_zero, mul_one]
  push_cast
  field_simp
  ring
```

## (h) Integration by parts

Show that
$$F^0=1+\int_0^1s^4\bigl(1+t(1-s)^{n+1}\bigr)^2ds .$$

**Solution.** Since $2\rho Q=(Q^2)'$,
$$F^0=\int_0^1\frac{(Q^2)'}{s}\,ds=\Bigl[\frac{Q^2}{s}\Bigr]_0^1+\int_0^1\frac{Q^2}{s^2}\,ds .$$
By (c), $Q^2/s=s^5(1+t(1-s)^{n+1})^2$, which is $1$ at $s=1$ and $0$ at $s=0$, and $Q^2/s^2$ is the stated integrand. In the code, `hc` cancels the division by $s$, and `hd` differentiates the boundary function. At $s=0$ Lean's quotient is zero, which agrees with the limit.

```lean
/-- Integration by parts turns the inner Slater integral of the deformed density into
one plus the integral of `(Q(s)/s)²`. -/
theorem innerF0_by_parts (n : ℕ) (t : ℝ) : innerF0 (density n t) =
    1 + ∫ s in (0 : ℝ)..1, s ^ 4 * (1 + t * (1 - s) ^ (n + 1)) ^ 2 := by
  have hc : ∫ s in (0 : ℝ)..1, density n t s * enclosedCharge (density n t) s / s =
      ∫ s in (0 : ℝ)..1, density n t s * (s ^ 2 * (1 + t * (1 - s) ^ (n + 1))) := by
    refine intervalIntegral.integral_congr fun s _ => ?_
    show density n t s * enclosedCharge (density n t) s / s =
      density n t s * (s ^ 2 * (1 + t * (1 - s) ^ (n + 1)))
    rw [enclosedCharge_density]
    rcases eq_or_ne s 0 with rfl | hs
    · simp
    · rw [div_eq_iff hs]
      ring
  have hρ := continuous_density n t
  have i1 : IntervalIntegrable (fun s : ℝ => 2 * (density n t s *
      (s ^ 2 * (1 + t * (1 - s) ^ (n + 1))))) MeasureTheory.volume 0 1 :=
    Continuous.intervalIntegrable (by fun_prop) _ _
  have i2 : IntervalIntegrable (fun s : ℝ => s ^ 4 * (1 + t * (1 - s) ^ (n + 1)) ^ 2)
      MeasureTheory.volume 0 1 := Continuous.intervalIntegrable (by fun_prop) _ _
  -- the boundary function is Q(s)²/s
  have hd : ∀ s : ℝ, HasDerivAt (fun x : ℝ => x ^ 5 *
      ((1 + t * (1 - x) ^ (n + 1)) * (1 + t * (1 - x) ^ (n + 1))))
      (2 * (density n t s * (s ^ 2 * (1 + t * (1 - s) ^ (n + 1)))) -
        s ^ 4 * (1 + t * (1 - s) ^ (n + 1)) ^ 2) s := by
    intro s
    have h5 : HasDerivAt (fun x : ℝ => x ^ 5) (5 * s ^ 4) s := by
      simpa using hasDerivAt_pow 5 s
    have hu := ((hasDerivAt_one_sub_pow n s).const_mul t).const_add 1
    refine (h5.fun_mul (hu.fun_mul hu)).congr_deriv ?_
    simp only [density]
    ring
  have key := intervalIntegral.integral_eq_sub_of_hasDerivAt (fun s _ => hd s) (i1.sub i2)
  rw [intervalIntegral.integral_sub i1 i2, intervalIntegral.integral_const_mul] at key
  simp only [sub_self, one_pow, pow_succ, mul_zero, zero_mul, add_zero, mul_one,
    sub_zero] at key
  unfold innerF0
  rw [hc]
  simp only [pow_succ]
  linarith
```

## (i) The integral as a quadratic in $t$

Show that
$$F^0=\frac65+\frac{48\,t}{(n+2)(n+3)(n+4)(n+5)(n+6)}+\frac{24\,t^2}{(2n+3)(2n+4)(2n+5)(2n+6)(2n+7)} .$$

**Solution.** Expand the square in (h) as $1+2t(1-s)^{n+1}+t^2(1-s)^{2n+2}$ and use (g) with $m=0$, $n+1$ and $2n+2$. The first moment is $24/120=1/5$, which with the boundary term gives $6/5$. The others give the two fractions.

```lean
/-- The inner Slater integral of the deformed density is an explicit quadratic in `t`. -/
theorem innerF0_density (n : ℕ) (t : ℝ) : innerF0 (density n t) = 6 / 5 +
    48 * t / (((n : ℝ) + 2) * (n + 3) * (n + 4) * (n + 5) * (n + 6)) +
    24 * t ^ 2 / ((2 * (n : ℝ) + 3) * (2 * n + 4) * (2 * n + 5) * (2 * n + 6) * (2 * n + 7)) := by
  have e : (fun s : ℝ => s ^ 4 * (1 + t * (1 - s) ^ (n + 1)) ^ 2) = fun s : ℝ =>
      s ^ 4 * (1 - s) ^ 0 + 2 * t * (s ^ 4 * (1 - s) ^ (n + 1)) +
        t ^ 2 * (s ^ 4 * (1 - s) ^ (2 * n + 2)) := by
    funext s
    ring
  rw [innerF0_by_parts, e, intervalIntegral.integral_add, intervalIntegral.integral_add,
    intervalIntegral.integral_const_mul, intervalIntegral.integral_const_mul,
    integral_moment, integral_moment, integral_moment]
  · push_cast
    ring
  all_goals exact Continuous.intervalIntegrable (by fun_prop) _ _
```

For $n=1$ and $t=1$ the sum is $\frac65+\frac{48}{2520}+\frac{24}{15120}=\frac{756+12+1}{630}=\frac{769}{630}\approx1.2206$.

## (j) Matching of order below $n$ leaves $F^0$ open

Let $0\le t<t'$ and $(n+1)t'\le3$. Show that $\rho_{n,t}$ and $\rho_{n,t'}$ are both admissible and that
$$\rho_{n,t}^{(k)}(1)=\rho_{n,t'}^{(k)}(1)\ \ (k<n),\qquad F^0[\rho_{n,t}]<F^0[\rho_{n,t'}].$$

**Solution.** Since $(n+1)t\le(n+1)t'\le3$, (f) applies to both densities. By (e), both have the derivatives of $3r^2$ at $r=1$. In (i) the coefficients of $t$ and $t^2$ are positive, so the linear term grows strictly, and $t^2\le t'^2$ because $t\ge0$. The two `gcongr` calls are these two comparisons.

Every $n$ admits such a pair, for example $t=0$ and $t'=3/(n+1)$, but the pair changes with $n$. Within this family of polynomial densities, then, equal core charge and matching to a given finite order do not determine the electrostatic self-repulsion inside the core.

```lean
/-- Two densities, nonnegative with unit charge on `[0,1]`, can agree at `r = 1` in all derivatives
of order below `n` and still have different inner Slater integrals `F0`. -/
theorem matching_does_not_fix_F0 (n : ℕ) {t t' : ℝ} (ht : 0 ≤ t) (htt : t < t')
    (hb : (n + 1) * t' ≤ 3) :
    IsUnitDensity (density n t) ∧ IsUnitDensity (density n t') ∧
    (∀ k < n, iteratedDeriv k (density n t) 1 = iteratedDeriv k (density n t') 1) ∧
    innerF0 (density n t) < innerF0 (density n t') := by
  have hb' : (n + 1) * t ≤ 3 :=
    (mul_le_mul_of_nonneg_left htt.le (by positivity)).trans hb
  refine ⟨density_isUnitDensity n ht hb', density_isUnitDensity n (ht.trans htt.le) hb,
    fun k hk => (density_contact n k t hk).trans (density_contact n k t' hk).symm, ?_⟩
  rw [innerF0_density, innerF0_density]
  apply add_lt_add_of_lt_of_le
  · gcongr
  · gcongr
```

## (k) A pair with equal value and slope

Let $\rho_1=3r^2$ and $\rho_2=3r^2\bigl(1+(1-r)^2(1-2r)\bigr)$. Show that both are admissible, that $\rho_1(1)=\rho_2(1)$ and $\rho_1'(1)=\rho_2'(1)$, and that
$$F^0[\rho_1]=\frac65,\qquad F^0[\rho_2]=\frac{5579}{4620}.$$

**Solution.** These are $\rho_{2,0}$ and $\rho_{2,1}$, and $(n+1)t'=3$ is just allowed in (j). The orders $k=0$ and $k=1$ give the common value $3$ and slope $6$. By (i), $F^0[\rho_1]=6/5$, twice the familiar self-energy $3/5$ of a uniform ball, and
$$F^0[\rho_2]=\frac65+\frac{48}{6720}+\frac{24}{55440}=\frac{5544+33+2}{4620}=\frac{5579}{4620}.$$
The difference is $1/132$, about $0.6\,\%$ of $F^0$. In the code, `e₁` and `e₂` identify the densities, and `norm_num` does the arithmetic.

```lean
/-- The densities `3r²` and `3r²(1 + (1-r)²(1-2r))` are nonnegative with unit charge on `[0,1]` and
share value and slope at `r = 1`, but their inner Slater integrals are `6/5` and `5579/4620`. -/
theorem value_slope_pair (ρ₁ ρ₂ : ℝ → ℝ) (h₁ : ρ₁ = fun r => 3 * r ^ 2)
    (h₂ : ρ₂ = fun r => 3 * r ^ 2 * (1 + (1 - r) ^ 2 * (1 - 2 * r))) :
    IsUnitDensity ρ₁ ∧ IsUnitDensity ρ₂ ∧ ρ₁ 1 = ρ₂ 1 ∧ deriv ρ₁ 1 = deriv ρ₂ 1 ∧
    innerF0 ρ₁ = 6 / 5 ∧ innerF0 ρ₂ = 5579 / 4620 := by
  have e₁ : ρ₁ = density 2 0 := by
    rw [h₁]
    funext r
    simp only [density]
    ring
  have e₂ : ρ₂ = density 2 1 := by
    rw [h₂]
    funext r
    simp only [density]
    push_cast
    ring
  obtain ⟨u₁, u₂, hk, -⟩ := matching_does_not_fix_F0 2 (le_refl (0 : ℝ)) one_pos (by norm_num)
  have k0 := hk 0 (by norm_num)
  have k1 := hk 1 (by norm_num)
  rw [iteratedDeriv_zero, iteratedDeriv_zero] at k0
  rw [iteratedDeriv_one, iteratedDeriv_one] at k1
  rw [e₁, e₂]
  refine ⟨u₁, u₂, k0, k1, ?_, ?_⟩
  · rw [innerF0_density]
    norm_num
  · rw [innerF0_density]
    norm_num

end

end PseudoDensityMatching
```

```lean
#print axioms PseudoDensityMatching.matching_does_not_fix_F0
-- 'PseudoDensityMatching.matching_does_not_fix_F0' depends on axioms: [propext, Classical.choice, Quot.sound]
#print axioms PseudoDensityMatching.value_slope_pair
-- 'PseudoDensityMatching.value_slope_pair' depends on axioms: [propext, Classical.choice, Quot.sound]
```
